# Linearizing an orbital in energy: a second-order orbital bound and a fourth-order Rayleigh-quotient bound for a bounded Hamiltonian

States live in a complex inner-product space $V$, of finite or infinite dimension. The inner product $\langle x,y\rangle$ is antilinear in $x$ and linear in $y$, as in Dirac notation. Energies are real numbers: $E$ is the reference energy, $\varepsilon$ the target energy, and $\delta=\varepsilon-E$.

```lean
import Mathlib

open Filter Topology

namespace LinearizationError

noncomputable section

variable {V : Type*} [NormedAddCommGroup V] [InnerProductSpace ℂ V]
```

The last line declares $V$. A Lean theorem lists its hypotheses in brackets, then has a colon followed by its claim; the proof follows `:=`.

```lean
/-- The linearized orbital `u(E) + (ε - E) u'(E)` built at the reference energy `E`. -/
def linearized (u u' : ℝ → V) (E ε : ℝ) : V := u E + ((ε - E : ℝ) : ℂ) • u' E
```

Here `u` is a curve of vectors $u(t)$ labelled by an energy $t$, and `u'` is a second curve, which the theorems require to be its derivative. The linearized orbital is $\psi=u(E)+\delta\,u'(E)$. The notation `((ε - E : ℝ) : ℂ)` turns the real number $\delta$ into a complex scalar.

```lean
/-- The Rayleigh quotient `Re ⟨ψ, H ψ⟩ / ‖ψ‖²` of a nonzero vector `ψ`. -/
def rayleigh (H : V →L[ℂ] V) (ψ : V) : ℝ := (inner ℂ ψ (H ψ)).re / ‖ψ‖ ^ 2
```

This is the energy expectation value $\mathrm{Re}\langle\psi,H\psi\rangle/\|\psi\|^2$. The division takes care of normalisation, so $\psi$ need not be a unit vector. The arrow `V →L[ℂ] V` denotes a bounded linear operator on all of $V$.

```lean
/-- The Hamiltonian measured from the energy `ε`, that is `H - ε`. -/
def shifted (H : V →L[ℂ] V) (ε : ℝ) : V →L[ℂ] V :=
  H - (ε : ℂ) • ContinuousLinearMap.id ℂ V
```

Write $K=H-\varepsilon$ for this operator. Its operator norm $\|K\|$ will be a factor in the upper bound on the energy error. For a Hermitian matrix, this norm is the largest distance from $\varepsilon$ to an eigenvalue, so the actual error can be much smaller than the bound.

## Why the eigenvalue equation cannot hold at all nearby energies

```lean
/-- A symmetric operator has no continuous curve of eigenvectors `H u(e) = e u(e)` for all
energies `e` near `E` with `u(E)` nonzero. -/
theorem no_eigencurve {H : V →ₗ[ℂ] V} (hs : H.IsSymmetric) {u : ℝ → V} {E : ℝ}
    (hc : ContinuousAt u E) (h0 : u E ≠ 0) :
    ¬ ∀ᶠ e in 𝓝 E, H (u e) = (e : ℂ) • u e := by
  intro h
  have hE : H (u E) = (E : ℂ) • u E := h.self_of_nhds
  -- eigenvectors at different energies are orthogonal
  have hz : ∀ᶠ e in 𝓝[≠] E, inner ℂ (u E) (u e) = 0 := by
    filter_upwards [h.filter_mono nhdsWithin_le_nhds, self_mem_nhdsWithin] with e he hne
    have h1 := hs (u E) (u e)
    rw [hE, he, inner_smul_left, inner_smul_right, Complex.conj_ofReal] at h1
    have h2 : ((E : ℂ) - e) * inner ℂ (u E) (u e) = 0 := by linear_combination h1
    rcases mul_eq_zero.1 h2 with h3 | h3
    · exact absurd (Complex.ofReal_injective (sub_eq_zero.1 h3)).symm hne
    · exact h3
  -- continuity then makes `u E` orthogonal to itself
  have ht : Tendsto (fun e => inner ℂ (u E) (u e)) (𝓝[≠] E) (𝓝 (inner ℂ (u E) (u E))) :=
    (tendsto_const_nhds.inner hc.tendsto).mono_left nhdsWithin_le_nhds
  have ht0 : Tendsto (fun e => inner ℂ (u E) (u e)) (𝓝[≠] E) (𝓝 0) :=
    tendsto_const_nhds.congr' (hz.mono fun _ he => he.symm)
  exact h0 (inner_self_eq_zero.1 (tendsto_nhds_unique ht ht0))
```

The phrase `∀ᶠ e in 𝓝 E` means "for all $e$ sufficiently near $E$". The theorem says that a symmetric $H$ admits no curve, continuous at $E$ with $u(E)\neq0$, that satisfies $Hu(e)=e\,u(e)$ at all those energies.

By hand, take $e\neq E$. Symmetry gives
$$E\langle u(E),u(e)\rangle=\langle Hu(E),u(e)\rangle=\langle u(E),Hu(e)\rangle=e\langle u(E),u(e)\rangle,$$
so $\langle u(E),u(e)\rangle=0$; this is `hz`. Letting $e\to E$ gives $\|u(E)\|^2=0$, a contradiction. The last line of the proof uses the uniqueness of limits.

In the linearized augmented-plane-wave (LAPW) method, radial solutions inside an atomic sphere do exist at every energy. They escape this obstruction because, without a fixed boundary condition, the radial differential operator is not symmetric on them: surface terms remain. The error theorem below instead requires the eigenvalue equation only at $\varepsilon$.

## The orbital error

```lean
/-- If the second energy derivative is bounded by `M` between `E` and `ε`, the linearized
orbital differs from `u(ε)` by at most `M (ε - E)² / 2`. -/
theorem norm_sub_linearized_le {u u' u'' : ℝ → V} {E ε M : ℝ}
    (hu : ∀ x ∈ Set.uIcc E ε, HasDerivAt u (u' x) x)
    (hu' : ∀ x ∈ Set.uIcc E ε, HasDerivAt u' (u'' x) x)
    (hM : ∀ x ∈ Set.uIcc E ε, ‖u'' x‖ ≤ M) :
    ‖u ε - linearized u u' E ε‖ ≤ M * (ε - E) ^ 2 / 2 := by
  have hmem : ∀ t ∈ Set.Icc (0 : ℝ) 1, E + t * (ε - E) ∈ Set.uIcc E ε := by
    intro t ht
    rw [Set.mem_uIcc]
    rcases le_total E ε with h | h
    · left
      constructor <;> nlinarith [mul_nonneg ht.1 (sub_nonneg.2 h),
        mul_nonneg (sub_nonneg.2 ht.2) (sub_nonneg.2 h)]
    · right
      constructor <;> nlinarith [mul_nonneg ht.1 (sub_nonneg.2 h),
        mul_nonneg (sub_nonneg.2 ht.2) (sub_nonneg.2 h)]
  -- the first derivative changes at most linearly
  have hslope : ∀ x ∈ Set.uIcc E ε, ‖u' x - u' E‖ ≤ M * ‖x - E‖ := fun x hx =>
    Convex.norm_image_sub_le_of_norm_hasDerivWithin_le
      (fun y hy => (hu' y hy).hasDerivWithinAt) hM (convex_uIcc E ε) Set.left_mem_uIcc hx
  have hg : ∀ t ∈ Set.Icc (0 : ℝ) 1,
      HasDerivAt (fun s : ℝ => u (E + s * (ε - E)) - u E - (s * (ε - E)) • u' E)
        ((ε - E) • (u' (E + t * (ε - E)) - u' E)) t := by
    intro t ht
    have hl : HasDerivAt (fun s : ℝ => s * (ε - E)) (ε - E) t := hasDerivAt_mul_const _
    have h1 := (hu _ (hmem t ht)).scomp t (hl.const_add E)
    exact ((h1.sub_const (u E)).fun_sub (hl.smul_const (u' E))).congr_deriv
      (smul_sub _ _ _).symm
  have hB : ∀ t : ℝ, HasDerivAt (fun s : ℝ => M * (ε - E) ^ 2 / 2 * (s * s))
      (M * (ε - E) ^ 2 * t) t := fun t =>
    (((hasDerivAt_id' t).fun_mul (hasDerivAt_id' t)).const_mul _).congr_deriv (by ring)
  have hb : ∀ t ∈ Set.Ico (0 : ℝ) 1,
      ‖(ε - E) • (u' (E + t * (ε - E)) - u' E)‖ ≤ M * (ε - E) ^ 2 * t := by
    intro t ht
    rw [norm_smul]
    calc ‖ε - E‖ * ‖u' (E + t * (ε - E)) - u' E‖
        ≤ ‖ε - E‖ * (M * ‖E + t * (ε - E) - E‖) :=
          mul_le_mul_of_nonneg_left (hslope _ (hmem t ⟨ht.1, ht.2.le⟩)) (norm_nonneg _)
      _ = M * (ε - E) ^ 2 * t := by
          rw [add_sub_cancel_left, norm_mul, Real.norm_eq_abs, Real.norm_eq_abs,
            abs_of_nonneg ht.1, ← sq_abs (ε - E)]
          ring
  -- integrate the bound along the segment from `E` to `ε`
  have key : ‖u (E + 1 * (ε - E)) - u E - (1 * (ε - E)) • u' E‖
      ≤ M * (ε - E) ^ 2 / 2 * (1 * 1) :=
    image_norm_le_of_norm_deriv_right_le_deriv_boundary (HasDerivAt.continuousOn hg)
      (fun t ht => (hg t ⟨ht.1, ht.2.le⟩).hasDerivWithinAt) (by simp) hB hb
      (Set.right_mem_Icc.2 zero_le_one)
  have e : u ε - linearized u u' E ε
      = u (E + 1 * (ε - E)) - u E - (1 * (ε - E)) • u' E := by
    rw [linearized, Complex.coe_smul, one_mul, add_sub_cancel, sub_sub]
  rw [e]
  linarith
```

`Set.uIcc E ε` is the closed segment between the two energies, in either order. `HasDerivAt u (u' x) x` says that $u$ has derivative $u'(x)$ at $x$. The hypotheses are thus two derivatives on the segment and $\|u''\|\le M$ there; $u''$ need not be continuous. The claim is $\|u(\varepsilon)-\psi\|\le M\delta^2/2$.

First, the mean value inequality gives $\|u'(x)-u'(E)\|\le M|x-E|$, which is `hslope`. Now define, for $0\le t\le1$,
$$g(t)=u(E+t\delta)-u(E)-t\delta\,u'(E).$$
Then $g(0)=0$ and $g(1)=u(\varepsilon)-\psi$. By the chain rule (`hg`) and the slope bound (`hb`),
$$g'(t)=\delta\,[u'(E+t\delta)-u'(E)],\qquad \|g'(t)\|\le M\delta^2t.$$
The right-hand side is the derivative of $B(t)=M\delta^2t^2/2$, as `hB` records. Since $g$ starts at zero and never moves faster than $B$ grows, $\|g(1)\|\le B(1)=M\delta^2/2$.

### The comparison lemma behind the factor 1/2

That last inference is Mathlib's `image_norm_le_of_norm_deriv_right_le_deriv_boundary`, used in `key`. It takes a continuous vector-valued function and a real function $B$ that bounds its norm at the left endpoint. If $B'$ bounds the norm of the function's right derivative, then $B$ bounds the function throughout the interval.

In our setting there is a short argument by hand. For a unit vector $w$, the real function $\mathrm{Re}\langle w,g(t)\rangle-B(t)$ has derivative at most $\|g'(t)\|-B'(t)\le0$ and starts at zero, so it is never positive. If $g(1)\neq0$, choosing $w=g(1)/\|g(1)\|$ gives the bound. The same pairing with $w$ proves the mean value inequality. No vector-valued integral is needed, and $V$ need not be complete.

## The energy error as a quadratic form in the orbital error

```lean
/-- For a symmetric `H` with eigenvector `φ` at energy `ε`, the energy error of a nonzero trial
vector `ψ` is `Re ⟨d, (H - ε) d⟩ / ‖ψ‖²`, where `d = ψ - φ`. -/
theorem rayleigh_sub_eq {H : V →L[ℂ] V} (hs : (H : V →ₗ[ℂ] V).IsSymmetric) {φ ψ : V} {ε : ℝ}
    (hφ : H φ = (ε : ℂ) • φ) (hψ : ψ ≠ 0) :
    rayleigh H ψ - ε = (inner ℂ (ψ - φ) (shifted H ε (ψ - φ))).re / ‖ψ‖ ^ 2 := by
  have happ : ∀ x, shifted H ε x = H x - (ε : ℂ) • x := fun _ => rfl
  have hK : shifted H ε φ = 0 := by rw [happ, hφ, sub_self]
  have h1 : inner ℂ (H φ) ψ = inner ℂ φ (H ψ) := hs φ ψ
  have h2 : inner ℂ φ (shifted H ε ψ) = 0 := by
    rw [happ, inner_sub_right, inner_smul_right, ← h1, hφ, inner_smul_left,
      Complex.conj_ofReal, sub_self]
  have hn : inner ℂ ψ ψ = ((‖ψ‖ ^ 2 : ℝ) : ℂ) :=
    (inner_self_eq_norm_sq_to_K (𝕜 := ℂ) ψ).trans (Complex.ofReal_pow _ _).symm
  have hne : ‖ψ‖ ^ 2 ≠ 0 := pow_ne_zero 2 (norm_ne_zero_iff.2 hψ)
  rw [map_sub, hK, sub_zero, inner_sub_left, h2, sub_zero, happ, inner_sub_right,
    inner_smul_right, hn, ← Complex.ofReal_mul, Complex.sub_re, Complex.ofReal_re,
    sub_div, mul_div_cancel_right₀ _ hne, rayleigh]
```

Let $H\varphi=\varepsilon\varphi$ and let $\psi\neq0$ be any trial vector. With $d=\psi-\varphi$, the claim is
$$\frac{\mathrm{Re}\langle\psi,H\psi\rangle}{\|\psi\|^2}-\varepsilon=\frac{\mathrm{Re}\langle d,Kd\rangle}{\|\psi\|^2}.$$

Since $K\varphi=0$ (`hK`), we have $\langle d,Kd\rangle=\langle\psi,K\psi\rangle-\langle\varphi,K\psi\rangle$. Symmetry removes the second term (`h2`):
$$\langle\varphi,K\psi\rangle=\langle H\varphi,\psi\rangle-\varepsilon\langle\varphi,\psi\rangle=0.$$
The first term is $\langle\psi,H\psi\rangle-\varepsilon\|\psi\|^2$. Taking real parts and dividing by $\|\psi\|^2$ finishes the proof. No term linear in $d$ survives.

## Both bounds together

```lean
/-- Let `H` be bounded and symmetric, with `u(ε)` an eigenvector at energy `ε`, and let the second
derivative of `u` be bounded by `M` between `E` and `ε`. If the linearized orbital `ψ` is nonzero,
its orbital error is at most `M (ε - E)² / 2`, and its Rayleigh quotient misses `ε` by at most `‖H -
ε‖ M² (ε - E)⁴ / (4 ‖ψ‖²)`. -/
theorem linearization_error {H : V →L[ℂ] V} (hs : (H : V →ₗ[ℂ] V).IsSymmetric)
    {u u' u'' : ℝ → V} {E ε M : ℝ}
    (hu : ∀ x ∈ Set.uIcc E ε, HasDerivAt u (u' x) x)
    (hu' : ∀ x ∈ Set.uIcc E ε, HasDerivAt u' (u'' x) x)
    (hM : ∀ x ∈ Set.uIcc E ε, ‖u'' x‖ ≤ M)
    (hε : H (u ε) = (ε : ℂ) • u ε) (hψ : linearized u u' E ε ≠ 0) :
    ‖u ε - linearized u u' E ε‖ ≤ M * (ε - E) ^ 2 / 2 ∧
    |rayleigh H (linearized u u' E ε) - ε|
      ≤ ‖shifted H ε‖ * M ^ 2 * (ε - E) ^ 4 / (4 * ‖linearized u u' E ε‖ ^ 2) := by
  have hT := norm_sub_linearized_le hu hu' hM
  refine ⟨hT, ?_⟩
  rw [rayleigh_sub_eq hs hε hψ, abs_div, abs_of_nonneg (sq_nonneg ‖linearized u u' E ε‖)]
  rw [norm_sub_rev] at hT
  set ψ := linearized u u' E ε
  -- the energy error is quadratic in the orbital error
  have hq : |(inner ℂ (ψ - u ε) (shifted H ε (ψ - u ε))).re|
      ≤ ‖shifted H ε‖ * (M * (ε - E) ^ 2 / 2) ^ 2 :=
    calc _ ≤ ‖inner ℂ (ψ - u ε) (shifted H ε (ψ - u ε))‖ := Complex.abs_re_le_norm _
      _ ≤ ‖ψ - u ε‖ * ‖shifted H ε (ψ - u ε)‖ := norm_inner_le_norm _ _
      _ ≤ ‖ψ - u ε‖ * (‖shifted H ε‖ * ‖ψ - u ε‖) :=
          mul_le_mul_of_nonneg_left ((shifted H ε).le_opNorm _) (norm_nonneg _)
      _ = ‖shifted H ε‖ * ‖ψ - u ε‖ ^ 2 := by ring
      _ ≤ _ := mul_le_mul_of_nonneg_left (pow_le_pow_left₀ (norm_nonneg _) hT 2)
          (norm_nonneg _)
  calc _ ≤ ‖shifted H ε‖ * (M * (ε - E) ^ 2 / 2) ^ 2 / ‖ψ‖ ^ 2 :=
        div_le_div_of_nonneg_right hq (sq_nonneg _)
    _ = _ := by ring
```

The hypotheses combine a bounded symmetric $H$, the curve conditions, the eigenvalue equation `hε` at the target energy, and $\psi\neq0$. The symbol `∧` joins the two conclusions:
$$\|u(\varepsilon)-\psi\|\le\frac{M\delta^2}{2},\qquad
|\mathrm{rayleigh}(\psi)-\varepsilon|\le\frac{\|K\|M^2\delta^4}{4\|\psi\|^2}.$$

The first is the orbital estimate. For the second, put $d=\psi-u(\varepsilon)$ in the identity above. Cauchy–Schwarz and the operator norm give
$$|\mathrm{Re}\langle d,Kd\rangle|\le\|d\|\,\|Kd\|\le\|K\|\,\|d\|^2\le\|K\|\left(\frac{M\delta^2}{2}\right)^2.$$
The `calc` block `hq` follows this chain, and the final one divides by $\|\psi\|^2$. Physically $u(\varepsilon)$ is a nonzero eigenstate, although the inequalities also hold if it vanishes.

For a one-particle Hamiltonian matrix in a finite orthonormal basis, this gives the error orders familiar from LAPW: second in the orbital, fourth in the energy. It does not treat the unbounded differential operator, the matching at sphere boundaries, or coefficients of $u(E)$ and $u'(E)$ other than $1$ and $\delta$. The constant $M$ is assumed; it measures how strongly the orbital curve bends with energy.

## A curve that attains the energy bound

```lean
/-- The quadratic curve `a + (M (t - ε)² / 2) b`. -/
def quadCurve (a b : V) (ε M t : ℝ) : V := a + (M * ((t - ε) * (t - ε)) / 2) • b
```

This is the curve $u(t)=a+\tfrac12M(t-\varepsilon)^2b$, which passes through $a$ at $t=\varepsilon$.

```lean
/-- The vector `M (t - ε) b`. -/
def quadSlope (b : V) (ε M t : ℝ) : V := (M * (t - ε)) • b
```

This is its slope, $M(t-\varepsilon)b$.

```lean
/-- The energy bound is attained at every `E` by a quadratic curve through an eigenvector `a` at
energy `ε`, curved along a unit eigenvector `b` of `H - ε` that has eigenvalue `‖H - ε‖` and is
orthogonal to `a`. -/
theorem energy_bound_attained {H : V →L[ℂ] V} (hs : (H : V →ₗ[ℂ] V).IsSymmetric)
    {a b : V} {ε : ℝ} (M E : ℝ) (ha : H a = (ε : ℂ) • a) (ha0 : a ≠ 0)
    (hb : shifted H ε b = (‖shifted H ε‖ : ℂ) • b) (hb1 : ‖b‖ = 1) (hab : inner ℂ a b = 0) :
    (∀ t, HasDerivAt (quadCurve a b ε M) (quadSlope b ε M t) t) ∧
    (∀ t, HasDerivAt (quadSlope b ε M) (M • b) t) ∧
    rayleigh H (linearized (quadCurve a b ε M) (quadSlope b ε M) E ε) - ε
      = ‖shifted H ε‖ * M ^ 2 * (ε - E) ^ 4 /
        (4 * ‖linearized (quadCurve a b ε M) (quadSlope b ε M) E ε‖ ^ 2) := by
  have hl : ∀ t : ℝ, HasDerivAt (fun s : ℝ => s - ε) 1 t := fun t =>
    (hasDerivAt_id' t).sub_const ε
  refine ⟨fun t => ?_, fun t => ?_, ?_⟩
  · have h := ((((hl t).fun_mul (hl t)).const_mul M).div_const 2).congr_deriv
      (show _ = M * (t - ε) by ring)
    exact (h.smul_const b).const_add a
  · exact (((hl t).const_mul M).congr_deriv (mul_one M)).smul_const b
  · have hd : linearized (quadCurve a b ε M) (quadSlope b ε M) E ε - a
        = ((-(M * (ε - E) ^ 2 / 2) : ℝ) : ℂ) • b := by
      simp only [linearized, quadCurve, quadSlope, Complex.coe_smul]
      module
    have hψ : linearized (quadCurve a b ε M) (quadSlope b ε M) E ε ≠ 0 := by
      intro h
      rw [h, zero_sub] at hd
      have h2 : inner ℂ a (-a) = 0 := by rw [hd, inner_smul_right, hab, mul_zero]
      rw [inner_neg_right, neg_eq_zero] at h2
      exact ha0 (inner_self_eq_zero.1 h2)
    have hbb : inner ℂ b b = 1 := by simp [inner_self_eq_norm_sq_to_K, hb1]
    rw [rayleigh_sub_eq hs ha hψ, hd, map_smul, hb, inner_smul_left, inner_smul_right,
      inner_smul_right, hbb, Complex.conj_ofReal, mul_one, ← Complex.ofReal_mul,
      ← Complex.ofReal_mul, Complex.ofReal_re]
    ring
```

Here $a\neq0$ satisfies $Ha=\varepsilon a$, and $b$ is a unit vector orthogonal to $a$ with $Kb=\|K\|b$. The first two conclusions confirm the slope and the constant second derivative $Mb$, whose norm is $M$ when $M\ge0$. The third says that the energy error equals the bound for every $E$.

By hand,
$$\psi=a+\frac{M\delta^2}{2}b-M\delta^2b=a-\frac{M\delta^2}{2}b.$$
Thus $\psi-a=-\tfrac12M\delta^2b$, which is `hd`. Orthogonality and $a\neq0$ make $\psi$ nonzero (`hψ`). The energy identity then has numerator $\|K\|M^2\delta^4/4$, as claimed.

## A two-level Hamiltonian

```lean
/-- The basis state `i` of a two-level system. -/
def level (i : Fin 2) : EuclideanSpace ℂ (Fin 2) := EuclideanSpace.single i 1
```

`Fin 2` has the elements 0 and 1, so these are the basis states $|0\rangle$ and $|1\rangle$ of $\mathbb C^2$.

```lean
/-- The two-level Hamiltonian that projects onto the basis state `1`. -/
def twoLevel : EuclideanSpace ℂ (Fin 2) →L[ℂ] EuclideanSpace ℂ (Fin 2) :=
  (innerSL ℂ (level 1)).smulRight (level 1)
```

The operator sends $x$ to $\langle1|x\rangle\,|1\rangle$. It is the projector $|1\rangle\langle1|$, with energies 0 and 1.

```lean
/-- The two-level Hamiltonian with its two basis states meets the hypotheses of
`energy_bound_attained` at `ε = 0`. -/
theorem energy_bound_attained_witness :
    (twoLevel : EuclideanSpace ℂ (Fin 2) →ₗ[ℂ] EuclideanSpace ℂ (Fin 2)).IsSymmetric ∧
    twoLevel (level 0) = ((0 : ℝ) : ℂ) • level 0 ∧ level 0 ≠ 0 ∧
    shifted twoLevel 0 (level 1) = (‖shifted twoLevel 0‖ : ℂ) • level 1 ∧
    ‖level 1‖ = 1 ∧ inner ℂ (level 0) (level 1) = 0 := by
  have happ : ∀ x, twoLevel x = inner ℂ (level 1) x • level 1 := fun _ => rfl
  have hn : ∀ i, ‖level i‖ = 1 := fun i => by simp [level]
  have h01 : inner ℂ (level 0) (level 1) = 0 := by
    simp [level, EuclideanSpace.inner_single_left]
  have h10 : inner ℂ (level 1) (level 0) = 0 := by
    simp [level, EuclideanSpace.inner_single_left]
  have h11 : inner ℂ (level 1) (level 1) = 1 := by
    simp [inner_self_eq_norm_sq_to_K, hn]
  have hS : shifted twoLevel 0 = twoLevel := by simp [shifted]
  have hN : ‖twoLevel‖ = 1 := by
    rw [twoLevel, ContinuousLinearMap.norm_smulRight_apply, innerSL_apply_norm, hn, mul_one]
  refine ⟨fun x y => ?_, ?_, ?_, ?_, hn 1, h01⟩
  · change inner ℂ (inner ℂ (level 1) x • level 1) y
      = inner ℂ x (inner ℂ (level 1) y • level 1)
    rw [inner_smul_left, inner_smul_right, inner_conj_symm]
    ring
  · rw [happ, h10, Complex.ofReal_zero, zero_smul, zero_smul]
  · exact norm_ne_zero_iff.1 (by rw [hn]; exact one_ne_zero)
  · rw [hS, hN, happ, h11, Complex.ofReal_one]

end

end LinearizationError
```

With $\varepsilon=0$, $a=|0\rangle$ and $b=|1\rangle$, every hypothesis of the preceding theorem is met. The proof checks symmetry from the projector formula, finds $\|K\|=1$ (`hS` and `hN`), and evaluates the operator on the two basis states.

### Numbers for this system

Take $M=2$ and $E=-\tfrac12$, so $\delta=\tfrac12$. Then $u(E)=(1,\tfrac14)$ and $u'(E)=(0,-1)$, which gives $\psi=(1,-\tfrac14)$. The orbital error is $\tfrac14=M\delta^2/2$. Normalised, the trial state is $(4,-1)/\sqrt{17}$, with energy $1/17\approx0.059$. The bound gives the same number:
$$\frac{1\cdot4\cdot\frac1{16}}{4\cdot\frac{17}{16}}=\frac1{17}.$$
Halving $\delta$ reduces the orbital error to $\tfrac1{16}$ and the energy error to $1/257$, factors of 4 and about 15.

```lean
#print axioms LinearizationError.no_eigencurve
-- 'LinearizationError.no_eigencurve' depends on axioms: [propext, Classical.choice, Quot.sound]
#print axioms LinearizationError.linearization_error
-- 'LinearizationError.linearization_error' depends on axioms: [propext, Classical.choice, Quot.sound]
#print axioms LinearizationError.energy_bound_attained
-- 'LinearizationError.energy_bound_attained' depends on axioms: [propext, Classical.choice, Quot.sound]
```
